# A larger trial space cannot lower the static response of a positive Hermitian operator, but it can for an indefinite one

## Why did my response drop when I added a basis vector?

I take $K=\mathrm{diag}(1,-1)$ and the driving vector $g=(1,1)$. On the first axis alone, the projected equation $Kx=g$ gives $x=(1,0)$ and a response $\langle g,x\rangle=1$. On the whole plane it gives $(1,-1)$ and a response of $0$. I expected a larger basis to recover more response, as it does for $\mathrm{diag}(1,1)$, where the value rises from $1$ to $2$. Is something wrong with the projection, or is this what negative-energy states do?

## The change is an unnormalised expectation value of $K$

The projection is fine. The added direction has $K=-1$, and it contributes its own sign to the response.

Let $U\subseteq W$ be trial spaces and $K$ Hermitian. Let $x\in U$ satisfy $\langle u,Kx\rangle=\langle u,g\rangle$ for all $u\in U$, let $y\in W$ satisfy the same equation on $W$, and write $R(x)=\mathrm{Re}\langle g,x\rangle$. Expand

$$\langle y-x,K(y-x)\rangle=\langle y,Ky\rangle-\langle y,Kx\rangle-\langle x,Ky\rangle+\langle x,Kx\rangle .$$

The equation on $W$ gives $\langle y,Ky\rangle=\langle y,g\rangle$ and, since $x\in W$, $\langle x,Ky\rangle=\langle x,g\rangle$. The equation on $U$ gives $\langle x,Kx\rangle=\langle x,g\rangle$. By hermiticity, $\langle y,Kx\rangle=\langle Ky,x\rangle=\overline{\langle x,Ky\rangle}=\langle g,x\rangle$. Taking real parts,

$$R(y)-R(x)=\mathrm{Re}\langle y-x,K(y-x)\rangle .$$

If $K\ge 0$ on $W$, the response cannot fall. If $K$ is positive definite there, it stays the same only when $x=y$.

The opposite case follows from subtracting the two equations: $\langle u,K(y-x)\rangle=0$ for every $u\in U$. If $K$ is nonpositive on all vectors of $W$ with this property, enlargement cannot raise the response. In your example these vectors form the second axis.

For $\mathrm{diag}(1,b)$ with $b\neq0$, testing on each level gives $y_0=1$ and $by_1=1$, so the response on the plane is $1+1/b$. It tends to $1$, the one-level value, as $|b|\to\infty$.

For a non-interacting electron with a fixed reference state of energy $E_0$, $K$ can stand for $H-E_0$ on the states orthogonal to the reference; negative-energy Dirac states then enter with negative sign, so a falling response need not signal a faulty basis.

In the file, `IsResponse K g U x` is the projected equation in weak form, and `response g x` is $R(x)$. When the compression $K_U$ is invertible, $R(x)$ equals $\langle g_U,K_U^{-1}g_U\rangle$, with $g_U$ the projection of $g$. `K.IsSymmetric` is hermiticity, and `⊤` is the whole plane. The inner product is conjugate-linear in its first argument.

The comparison theorems take the solutions $x$ and $y$ as given. `existsUnique_response` supplies them when the trial space is finite-dimensional and $K$ is positive definite on it. $K$ and $g$ stay fixed during enlargement, so a reference state reoptimised in each basis, or a self-consistent change of $K$, is a different problem.

In Lean 4 with Mathlib:

```lean
import Mathlib

open scoped InnerProductSpace ComplexConjugate

namespace ProjectedStaticResponse

noncomputable section

variable {E : Type*} [NormedAddCommGroup E] [InnerProductSpace ℂ E]
  {K : E →ₗ[ℂ] E} {g x y : E} {U W : Submodule ℂ E}

/-- The vector `x` solves the static response equation `K x = g` projected onto the
trial space `U`: it lies in `U`, and both sides have equal overlap with every vector of `U`. -/
structure IsResponse (K : E →ₗ[ℂ] E) (g : E) (U : Submodule ℂ E) (x : E) : Prop where
  mem : x ∈ U
  weak : ∀ u ∈ U, ⟪u, K x⟫_ℂ = ⟪u, g⟫_ℂ

/-- The static response carried by the vector `x` under the driving vector `g`:
the real part of their overlap. -/
def response (g x : E) : ℝ := (⟪g, x⟫_ℂ).re

/-- If `K` is positive definite on a finite-dimensional trial space, the projected response
equation has exactly one solution there. -/
theorem existsUnique_response [FiniteDimensional ℂ U] (g : E)
    (hpos : ∀ u ∈ U, u ≠ 0 → 0 < (⟪u, K u⟫_ℂ).re) : ∃! x, IsResponse K g U x := by
  -- the compression of `K` to the trial space
  let A : U →ₗ[ℂ] U := (U.orthogonalProjectionOnto : E →ₗ[ℂ] U) ∘ₗ K ∘ₗ U.subtype
  have hA : ∀ u v : U, ⟪u, A v⟫_ℂ = ⟪(u : E), K v⟫_ℂ := fun u v =>
    Submodule.inner_orthogonalProjectionOnto_eq_of_mem_left u (K v)
  have inj : Function.Injective A := (injective_iff_map_eq_zero A).2 fun v hv => by
    by_contra hne
    have h := hpos v v.2 (fun h => hne (Subtype.ext h))
    rw [← hA v v, hv, inner_zero_right] at h
    simp at h
  -- in finite dimension an injective compression is also surjective
  obtain ⟨x, hx⟩ := LinearMap.injective_iff_surjective.1 inj (U.orthogonalProjectionOnto g)
  have hxr : IsResponse K g U x := ⟨x.2, fun u hu => by
    have h := hA ⟨u, hu⟩ x
    rw [hx, Submodule.inner_orthogonalProjectionOnto_eq_of_mem_left] at h
    exact h.symm⟩
  refine ⟨x, hxr, fun y hy => ?_⟩
  by_contra hne
  have hd := U.sub_mem hy.mem hxr.mem
  have h := hpos _ hd (sub_ne_zero.2 hne)
  rw [map_sub, inner_sub_right, hy.weak _ hd, hxr.weak _ hd, sub_self] at h
  simp at h

/-- For Hermitian `K` and nested trial spaces, the change of the response on enlargement is the real
part of `⟪d, K d⟫`, where `d` is the change of the response vector, not normalised. -/
theorem response_gap (hK : K.IsSymmetric) (hUW : U ≤ W)
    (hx : IsResponse K g U x) (hy : IsResponse K g W y) :
    response g y - response g x = (⟪y - x, K (y - x)⟫_ℂ).re := by
  have h1 := hy.weak y hy.mem
  have h2 := hy.weak x (hUW hx.mem)
  have h3 := hx.weak x hx.mem
  -- hermiticity turns the remaining cross term into the smaller response
  have h4 : ⟪y, K x⟫_ℂ = ⟪g, x⟫_ℂ := by
    rw [← hK y x, ← inner_conj_symm (K y) x, h2, inner_conj_symm g x]
  have h5 : (⟪y, g⟫_ℂ).re = (⟪g, y⟫_ℂ).re := by
    rw [← inner_conj_symm y g, Complex.conj_re]
  rw [map_sub, inner_sub_left, inner_sub_right, inner_sub_right, h1, h2, h3, h4]
  simp only [Complex.sub_re, response]
  linarith

/-- If the Hermitian operator `K` has no negative expectation value on the larger of two
nested trial spaces, the response in the smaller space is at most that in the larger. -/
theorem response_mono (hK : K.IsSymmetric) (hUW : U ≤ W)
    (hpos : ∀ w ∈ W, 0 ≤ (⟪w, K w⟫_ℂ).re)
    (hx : IsResponse K g U x) (hy : IsResponse K g W y) :
    response g x ≤ response g y := by
  have h := response_gap hK hUW hx hy
  have p := hpos (y - x) (W.sub_mem hy.mem (hUW hx.mem))
  linarith

/-- If the Hermitian operator `K` is positive definite on the larger of two nested trial
spaces, the two responses agree exactly when the two response vectors agree. -/
theorem response_eq_iff (hK : K.IsSymmetric) (hUW : U ≤ W)
    (hpos : ∀ w ∈ W, w ≠ 0 → 0 < (⟪w, K w⟫_ℂ).re)
    (hx : IsResponse K g U x) (hy : IsResponse K g W y) :
    response g x = response g y ↔ x = y := by
  constructor
  · intro h
    by_contra hne
    have e := response_gap hK hUW hx hy
    have p := hpos (y - x) (W.sub_mem hy.mem (hUW hx.mem)) (sub_ne_zero.2 (Ne.symm hne))
    linarith
  · intro h
    rw [h]

/-- Let `K` be Hermitian, with no positive expectation value on those vectors `d` of `W` for
which `K d` is orthogonal to `U`. Then enlarging `U` to `W` cannot raise the response. -/
theorem response_anti_of_negative (hK : K.IsSymmetric) (hUW : U ≤ W)
    (hneg : ∀ d ∈ W, (∀ u ∈ U, ⟪u, K d⟫_ℂ = 0) → (⟪d, K d⟫_ℂ).re ≤ 0)
    (hx : IsResponse K g U x) (hy : IsResponse K g W y) :
    response g y ≤ response g x := by
  have h := response_gap hK hUW hx hy
  have p := hneg (y - x) (W.sub_mem hy.mem (hUW hx.mem)) fun u hu => by
    rw [map_sub, inner_sub_right, hy.weak u (hUW hu), hx.weak u hu, sub_self]
  linarith

/-- The state space of a two-level model. -/
abbrev Plane := EuclideanSpace ℂ (Fin 2)

/-- The two-level operator `diag(1, b)` with real `b`. -/
def diagK (b : ℝ) : Plane →ₗ[ℂ] Plane where
  toFun v := !₂[v 0, (b : ℂ) * v 1]
  map_add' v w := by
    ext i
    fin_cases i <;> simp [mul_add]
  map_smul' c v := by
    ext i
    fin_cases i <;> simp [mul_left_comm]

/-- The driving vector `(1, 1)`, which couples equally to both levels. -/
def drive : Plane := !₂[1, 1]

/-- The trial space spanned by the first level alone. -/
def axis : Submodule ℂ Plane := Submodule.span ℂ {!₂[1, 0]}

/-- The overlap of two states of the two-level model in components. -/
theorem inner_plane (v w : Plane) :
    ⟪v, w⟫_ℂ = conj (v 0) * w 0 + conj (v 1) * w 1 := by
  simp [PiLp.inner_apply, Fin.sum_univ_two, mul_comm]

/-- The operator `diag(1, b)` is Hermitian for every real `b`, and positive definite
for `b > 0`. -/
theorem diagK_witness (b : ℝ) : (diagK b).IsSymmetric ∧
    (0 < b → ∀ v : Plane, v ≠ 0 → 0 < (⟪v, diagK b v⟫_ℂ).re) := by
  constructor
  · intro v w
    rw [inner_plane, inner_plane]
    change conj (v 0) * w 0 + conj ((b : ℂ) * v 1) * w 1
      = conj (v 0) * w 0 + conj (v 1) * ((b : ℂ) * w 1)
    rw [map_mul, Complex.conj_ofReal]
    ring
  · intro hb v hv
    have e : (⟪v, diagK b v⟫_ℂ).re = Complex.normSq (v 0) + b * Complex.normSq (v 1) := by
      rw [inner_plane]
      change (conj (v 0) * v 0 + conj (v 1) * ((b : ℂ) * v 1)).re = _
      simp only [Complex.add_re, Complex.mul_re, Complex.mul_im, Complex.conj_re,
        Complex.conj_im, Complex.ofReal_re, Complex.ofReal_im, Complex.normSq_apply]
      ring
    rw [e]
    by_cases h0 : v 0 = 0
    · have h1 : v 1 ≠ 0 := fun h1 => hv (by
        ext i
        fin_cases i
        · exact h0
        · exact h1)
      exact add_pos_of_nonneg_of_pos (Complex.normSq_nonneg _)
        (mul_pos hb (Complex.normSq_pos.2 h1))
    · exact add_pos_of_pos_of_nonneg (Complex.normSq_pos.2 h0)
        (mul_nonneg hb.le (Complex.normSq_nonneg _))

/-- On the first level alone, the only response vector of `diag(1, b)` to the drive `(1, 1)`
is `(1, 0)`. -/
theorem axis_response_iff (b : ℝ) (x : Plane) :
    IsResponse (diagK b) drive axis x ↔ x = !₂[1, 0] := by
  constructor
  · rintro ⟨hm, hw⟩
    obtain ⟨a, rfl⟩ := Submodule.mem_span_singleton.1 hm
    have h := hw !₂[1, 0] (Submodule.mem_span_singleton_self _)
    rw [inner_plane, inner_plane] at h
    have h' : conj (1 : ℂ) * (a * 1) + conj (0 : ℂ) * ((b : ℂ) * (a * 0))
        = conj (1 : ℂ) * 1 + conj (0 : ℂ) * 1 := h
    have ha : a = 1 := by simpa using h'
    rw [ha, one_smul]
  · rintro rfl
    refine ⟨Submodule.mem_span_singleton_self _, fun u hu => ?_⟩
    obtain ⟨a, rfl⟩ := Submodule.mem_span_singleton.1 hu
    rw [inner_plane, inner_plane]
    change conj (a * 1) * 1 + conj (a * 0) * ((b : ℂ) * 0)
      = conj (a * 1) * 1 + conj (a * 0) * 1
    simp

/-- On the whole plane, for `b ≠ 0`, the only response vector of `diag(1, b)` to the drive
`(1, 1)` is `(1, 1/b)`. -/
theorem plane_response_iff {b : ℝ} (hb : b ≠ 0) (y : Plane) :
    IsResponse (diagK b) drive ⊤ y ↔ y = !₂[1, ((b⁻¹ : ℝ) : ℂ)] := by
  constructor
  · rintro ⟨-, hw⟩
    -- test the equation on the two levels in turn
    have h0 := hw !₂[1, 0] Submodule.mem_top
    have h1 := hw !₂[0, 1] Submodule.mem_top
    rw [inner_plane, inner_plane] at h0 h1
    have h0' : conj (1 : ℂ) * y 0 + conj (0 : ℂ) * ((b : ℂ) * y 1)
        = conj (1 : ℂ) * 1 + conj (0 : ℂ) * 1 := h0
    have h1' : conj (0 : ℂ) * y 0 + conj (1 : ℂ) * ((b : ℂ) * y 1)
        = conj (0 : ℂ) * 1 + conj (1 : ℂ) * 1 := h1
    simp only [map_one, map_zero, one_mul, zero_mul, add_zero, zero_add] at h0' h1'
    have h2 : y 1 = ((b⁻¹ : ℝ) : ℂ) := by
      rw [Complex.ofReal_inv]
      exact eq_inv_of_mul_eq_one_right h1'
    ext i
    fin_cases i
    · exact h0'
    · exact h2
  · rintro rfl
    have hbb : (b : ℂ) * ((b⁻¹ : ℝ) : ℂ) = 1 := by
      rw [← Complex.ofReal_mul, mul_inv_cancel₀ hb, Complex.ofReal_one]
    refine ⟨Submodule.mem_top, fun u _ => ?_⟩
    rw [inner_plane, inner_plane]
    change conj (u 0) * 1 + conj (u 1) * ((b : ℂ) * ((b⁻¹ : ℝ) : ℂ))
      = conj (u 0) * 1 + conj (u 1) * 1
    rw [hbb]

/-- For the indefinite operator `diag(1, -1)` and the drive `(1, 1)`, enlarging the trial
space from the first axis to the plane lowers the response from 1 to 0. -/
theorem indefinite_response_drops :
    (IsResponse (diagK (-1)) drive axis !₂[1, 0] ∧ response drive !₂[1, 0] = 1) ∧
    (IsResponse (diagK (-1)) drive ⊤ !₂[1, -1] ∧ response drive !₂[1, -1] = 0) := by
  have e : (((-1 : ℝ)⁻¹ : ℝ) : ℂ) = -1 := by norm_num
  refine ⟨⟨(axis_response_iff _ _).2 rfl, ?_⟩,
    ⟨(plane_response_iff (by norm_num) _).2 (by rw [e]), ?_⟩⟩
  · simp [response, inner_plane, drive]
  · simp [response, inner_plane, drive]

end

end ProjectedStaticResponse
```

```lean
#print axioms ProjectedStaticResponse.response_mono
-- 'ProjectedStaticResponse.response_mono' depends on axioms: [propext, Classical.choice, Quot.sound]
#print axioms ProjectedStaticResponse.response_eq_iff
-- 'ProjectedStaticResponse.response_eq_iff' depends on axioms: [propext, Classical.choice, Quot.sound]
#print axioms ProjectedStaticResponse.response_anti_of_negative
-- 'ProjectedStaticResponse.response_anti_of_negative' depends on axioms: [propext, Classical.choice, Quot.sound]
#print axioms ProjectedStaticResponse.indefinite_response_drops
-- 'ProjectedStaticResponse.indefinite_response_drops' depends on axioms: [propext, Classical.choice, Quot.sound]
```

`existsUnique_response` compresses $K$ to `A` on $U$. If $Av=0$, then $\langle v,Kv\rangle=0$, so $v=0$; in finite dimension, injectivity gives surjectivity, and $Ax=g_U$ has a solution. The difference of two solutions has zero expectation value, which gives uniqueness.

`response_gap` is the expansion above: `h1`, `h2` and `h3` are the uses of the projected equations, and `h4` is the hermiticity step. `response_mono`, `response_eq_iff` and `response_anti_of_negative` insert the respective sign condition.

`diagK_witness` confirms that $\mathrm{diag}(1,b)$ is Hermitian, and positive definite for $b>0$, through $|v_0|^2+b|v_1|^2$. `axis_response_iff` and `plane_response_iff` solve the equations by testing on basis vectors, and `indefinite_response_drops` evaluates your case.

Your example shows that positivity on $U$ alone does not suffice for monotonicity. Hermiticity matters too, as a short calculation outside the file shows: for $K=\begin{pmatrix}1&1\\-1&1\end{pmatrix}$, $\mathrm{Re}\langle v,Kv\rangle=\|v\|^2$, yet with $g=(1,0)$ the response falls from $1$ on the first axis to $1/2$ on the plane.

At the smallest size, $U=\{0\}$, the only solution is $x=0$ with zero response, and monotonicity says that a positive $K$ never gives a negative response.
